# A unit eigenvector with dynamical and Berry phase solves $i\psi' = (H + i[P',P])\psi$ exactly in finite dimension

## Vectors, projector and Berry connection

```lean
import Mathlib

open Matrix Complex
open scoped ComplexOrder

namespace AdiabaticPhase

noncomputable section

variable {d : Type*} [Fintype d]
```

The letter `d` is a finite set of basis labels, so a vector `d → ℂ` is an element of $\mathbb{C}^d$ and operators are matrices. Time $t$ is real, a prime denotes $d/dt$, and $\hbar = 1$. The inner product $\langle u,v\rangle = \sum_i \bar u_i v_i$ is antilinear in its first slot and is written `star u ⬝ᵥ v`. A matrix acts on a vector through `*ᵥ`, a scalar through `•`, and `I` is $i$.

```lean
/-- The rank-one matrix `v v*`. -/
def proj (v : d → ℂ) : Matrix d d ℂ := vecMulVec v (star v)
```

For a vector $v$, `proj v` is the matrix $vv^*$ with entries $v_i \bar v_j$, a star denoting the conjugate transpose. For a path $n(t)$ of unit vectors, $P(t) = n(t)n(t)^*$ projects onto the line through $n(t)$.

```lean
/-- Entrywise time derivative of a matrix-valued function. -/
def matDeriv (M : ℝ → Matrix d d ℂ) (t : ℝ) : Matrix d d ℂ :=
  Matrix.of fun i j => deriv (fun s => M s i j) t
```

For a matrix function $M(t)$, this is $M'(t)$ taken entry by entry.

```lean
/-- The Berry connection `A = i ⟨n, n'⟩`. -/
def berry (n : ℝ → d → ℂ) (t : ℝ) : ℂ := I * (star (n t) ⬝ᵥ deriv n t)
```

This is the Berry connection $A(t) = i\langle n, n'\rangle$ along the path. It is defined as a complex number, and its reality is a theorem below.

```lean
/-- The correction `K = i [P', P]` with `P = n n*`. -/
def kato (n : ℝ → d → ℂ) (t : ℝ) : Matrix d d ℂ :=
  I • (matDeriv (fun s => proj (n s)) t * proj (n t)
    - proj (n t) * matDeriv (fun s => proj (n s)) t)
```

This is the matrix $K(t) = i[P',P] = i(P'P - PP')$, which depends on $n$ only through $P$.

```lean
/-- The exponent `-i ∫₀ᵗ E + i ∫₀ᵗ A`: dynamical plus geometric phase. -/
def phase (E : ℝ → ℝ) (n : ℝ → d → ℂ) (t : ℝ) : ℂ :=
  -I * (∫ s in (0 : ℝ)..t, (E s : ℂ)) + I * (∫ s in (0 : ℝ)..t, berry n s)
```

For a real function $E(t)$, later the eigenvalue, the exponent is
$$\theta(t) = -i\int_0^t E\,ds + i\int_0^t A\,ds .$$
The first term gives the dynamical phase and the second the geometric phase. For a path of unit vectors, $\int_0^t A\,ds$ in general depends on how the phase of $n$ is chosen along the path; when $n(t) = n(0)$ it is the Berry phase of the closed path, defined modulo $2\pi$. The integrals are oriented, so negative $t$ is allowed.

```lean
/-- The adiabatic state `ψ(t) = exp(-i ∫₀ᵗ E + i ∫₀ᵗ A) n(t)`. -/
def adiabaticState (E : ℝ → ℝ) (n : ℝ → d → ℂ) (t : ℝ) : d → ℂ := exp (phase E n t) • n t
```

The adiabatic state is $\psi(t) = e^{\theta(t)} n(t)$.

## Consequences of normalisation

```lean
/-- Product rule `⟨u, v⟩' = ⟨u', v⟩ + ⟨u, v'⟩`. -/
theorem hasDerivAt_inner {u v : ℝ → d → ℂ} {u' v' : d → ℂ} {t : ℝ}
    (hu : HasDerivAt u u' t) (hv : HasDerivAt v v' t) :
    HasDerivAt (fun s => star (u s) ⬝ᵥ v s) (star u' ⬝ᵥ v t + star (u t) ⬝ᵥ v') t := by
  have h : HasDerivAt (fun s => ∑ i, star (u s i) * v s i)
      (∑ i, (star (u' i) * v t i + star (u t i) * v' i)) t :=
    HasDerivAt.fun_sum fun i _ => (hasDerivAt_pi.1 hu i).star.fun_mul (hasDerivAt_pi.1 hv i)
  exact h.congr_deriv (by simp only [dotProduct, Pi.star_apply, Finset.sum_add_distrib])
```

`HasDerivAt u u' t` says that $u$ has derivative $u'$ at $t$. The theorem states $\langle u,v\rangle' = \langle u',v\rangle + \langle u,v'\rangle$. The product rule is applied to each $\bar u_i v_i$, conjugation commuting with $d/dt$ because $t$ is real, and `HasDerivAt.fun_sum` adds the terms.

```lean
/-- For a unit vector path, `⟨n', n⟩ + ⟨n, n'⟩ = 0`. -/
theorem norm_deriv {n : ℝ → d → ℂ} {t : ℝ} (hn : DifferentiableAt ℝ n t)
    (hunit : ∀ s, star (n s) ⬝ᵥ n s = 1) :
    star (deriv n t) ⬝ᵥ n t + star (n t) ⬝ᵥ deriv n t = 0 := by
  have h := hasDerivAt_inner hn.hasDerivAt hn.hasDerivAt
  have hc : (fun s => star (n s) ⬝ᵥ n s) = fun _ => (1 : ℂ) := funext hunit
  rw [hc] at h
  exact h.unique (hasDerivAt_const t (1 : ℂ))
```

The hypothesis `hunit` is $\langle n,n\rangle = 1$ at all times. Differentiating it gives
$$\langle n',n\rangle + \langle n,n'\rangle = 0 .$$
In Lean, `h.unique` equates the product-rule derivative with the derivative $0$ of the constant $1$.

```lean
/-- The Berry connection of a unit vector path is real. -/
theorem berry_real {n : ℝ → d → ℂ} {t : ℝ} (hn : DifferentiableAt ℝ n t)
    (hunit : ∀ s, star (n s) ⬝ᵥ n s = 1) : (berry n t).im = 0 := by
  have h := norm_deriv hn hunit
  have hz : star (deriv n t) ⬝ᵥ n t = star (star (n t) ⬝ᵥ deriv n t) :=
    Matrix.star_dotProduct _ _
  rw [hz] at h
  have h2 := congrArg Complex.re h
  simp only [add_re, star_def, conj_re, zero_re] at h2
  simp only [berry, mul_im, I_re, I_im, zero_mul, one_mul, zero_add]
  linarith
```

Put $z = \langle n,n'\rangle$. Then $\langle n',n\rangle = \bar z$ (`hz`), so $\bar z + z = 0$ and $\operatorname{Re} z = 0$ (`h2`). Hence $\operatorname{Im} A = \operatorname{Im}(iz) = \operatorname{Re} z = 0$.

## The correction $K$

```lean
/-- The entries of `P = n n*` are differentiable and `P' = n' n* + n n'*`. -/
theorem matDeriv_proj {n : ℝ → d → ℂ} {t : ℝ} (hn : DifferentiableAt ℝ n t) :
    (∀ i j, DifferentiableAt ℝ (fun s => proj (n s) i j) t) ∧
    matDeriv (fun s => proj (n s)) t
      = vecMulVec (deriv n t) (star (n t)) + vecMulVec (n t) (star (deriv n t)) := by
  have h1 := hasDerivAt_pi.1 hn.hasDerivAt
  have h : ∀ i j, HasDerivAt (fun s => proj (n s) i j)
      (deriv n t i * star (n t j) + n t i * star (deriv n t j)) t :=
    fun i j => (h1 i).fun_mul (h1 j).star
  refine ⟨fun i j => (h i j).differentiableAt, ?_⟩
  ext i j
  exact (h i j).deriv
```

Where $n$ is differentiable, the entries $n_i\bar n_j$ of $P$ are differentiable with derivative $n_i'\bar n_j + n_i \bar n_j'$, that is $P' = n'n^* + n\,n'^*$.

```lean
/-- The correction acts on the unit vector as `K n = i n' - A n`. -/
theorem kato_mulVec {n : ℝ → d → ℂ} {t : ℝ} (hn : DifferentiableAt ℝ n t)
    (hunit : ∀ s, star (n s) ⬝ᵥ n s = 1) :
    kato n t *ᵥ n t = I • deriv n t - berry n t • n t := by
  have key : ∀ u v w : d → ℂ, vecMulVec u v *ᵥ w = (v ⬝ᵥ w) • u := by
    intro u v w
    ext i
    simp only [mulVec, dotProduct, vecMulVec_apply, Pi.smul_apply, smul_eq_mul, Finset.sum_mul]
    exact Finset.sum_congr rfl fun j _ => by ring
  have h0 := norm_deriv hn hunit
  have hP : proj (n t) *ᵥ n t = n t := by rw [proj, key, hunit, one_smul]
  have hP' : matDeriv (fun s => proj (n s)) t *ᵥ n t
      = deriv n t + (star (deriv n t) ⬝ᵥ n t) • n t := by
    rw [(matDeriv_proj hn).2, add_mulVec, key, key, hunit, one_smul]
  -- `P P' n = 0` by normalisation
  have hPP' : proj (n t) *ᵥ (deriv n t + (star (deriv n t) ⬝ᵥ n t) • n t) = 0 := by
    rw [mulVec_add, mulVec_smul, hP, proj, key, ← add_smul, add_comm, h0, zero_smul]
  rw [kato, smul_mulVec, sub_mulVec, ← mulVec_mulVec, ← mulVec_mulVec, hP, hP', hPP',
    sub_zero, berry, eq_neg_of_add_eq_zero_left h0]
  module
```

The local fact `key` is the rule $(uv^T)w = \left(\sum_j v_j w_j\right)u$ for vectors $u,v,w$, used with a conjugated vector in place of $v$. It gives
$$Pn = n,\qquad P'n = n' + \langle n',n\rangle n,\qquad PP'n = \big(\langle n,n'\rangle + \langle n',n\rangle\big)n = 0,$$
which are `hP`, `hP'` and `hPP'`. Therefore
$$Kn = i(P'Pn - PP'n) = i n' + i\langle n',n\rangle n = i n' - A n,$$
where the last step uses $\langle n',n\rangle = -\langle n,n'\rangle$ and `module` collects coefficients.

```lean
/-- The correction `K = i [P', P]` is Hermitian. -/
theorem kato_isHermitian {n : ℝ → d → ℂ} {t : ℝ} (hn : DifferentiableAt ℝ n t) :
    (kato n t).IsHermitian := by
  have h1 : (proj (n t))ᴴ = proj (n t) := by
    ext i j
    simp only [proj, conjTranspose_apply, vecMulVec_apply, Pi.star_apply, star_mul', star_star]
    ring
  have h2 : (matDeriv (fun s => proj (n s)) t)ᴴ = matDeriv (fun s => proj (n s)) t := by
    rw [(matDeriv_proj hn).2]
    ext i j
    simp only [conjTranspose_apply, Matrix.add_apply, vecMulVec_apply, Pi.star_apply, star_add,
      star_mul', star_star]
    ring
  have hI : star I = -I := conj_I
  unfold Matrix.IsHermitian kato
  rw [conjTranspose_smul, conjTranspose_sub, conjTranspose_mul, conjTranspose_mul, h1, h2, hI,
    neg_smul, ← smul_neg, neg_sub]
```

Both $P$ and $P'$ are Hermitian (`h1`, `h2`), so $K^* = -i(PP' - P'P) = K$. Normalisation is not needed here.

## The exact equation of motion

```lean
/-- For a `C¹` unit eigenvector `n` of `H` with continuous real eigenvalue `E`, the adiabatic
state starts at `n(0)` and solves `ψ' = -i (H + i [P', P]) ψ` at all times. -/
theorem adiabatic_evolution {H : ℝ → Matrix d d ℂ} {E : ℝ → ℝ} {n : ℝ → d → ℂ}
    (hn : ContDiff ℝ 1 n) (hE : Continuous E) (hunit : ∀ s, star (n s) ⬝ᵥ n s = 1)
    (heig : ∀ s, H s *ᵥ n s = (E s : ℂ) • n s) :
    adiabaticState E n 0 = n 0 ∧ ∀ t, HasDerivAt (adiabaticState E n)
      (-I • ((H t + kato n t) *ᵥ adiabaticState E n t)) t := by
  refine ⟨by simp [adiabaticState, phase], fun t => ?_⟩
  obtain ⟨hdiff, hd⟩ := contDiff_one_iff_deriv.1 hn
  have hc := hdiff.continuous
  have hA : Continuous (fun s => berry n s) := by
    unfold berry
    exact continuous_const.mul (hc.star.dotProduct hd)
  have hE' : Continuous (fun s => (E s : ℂ)) := continuous_ofReal.comp hE
  -- fundamental theorem of calculus for the two phases
  have hθ : HasDerivAt (fun s => phase E n s) (-I * (E t : ℂ) + I * berry n t) t :=
    ((hE'.integral_hasStrictDerivAt 0 t).hasDerivAt.const_mul (-I)).fun_add
      ((hA.integral_hasStrictDerivAt 0 t).hasDerivAt.const_mul I)
  have heq : exp (phase E n t) • deriv n t
        + (exp (phase E n t) * (-I * (E t : ℂ) + I * berry n t)) • n t
      = -I • ((H t + kato n t) *ᵥ adiabaticState E n t) := by
    rw [adiabaticState, mulVec_smul, add_mulVec, heig, kato_mulVec (hdiff t) hunit]
    ext i
    simp only [Pi.add_apply, Pi.smul_apply, Pi.sub_apply, smul_eq_mul]
    linear_combination (exp (phase E n t) * deriv n t i) * I_mul_I
  exact (hθ.cexp.fun_smul (hdiff t).hasDerivAt).congr_deriv heq
```

Here $H(t)$ is a matrix Hamiltonian, and `heig` says $H n = E n$ at every time: $n(t)$ is an instantaneous eigenstate with energy $E(t)$. `ContDiff ℝ 1 n` says that $n$ has a continuous derivative, which asks both that the line through $n(t)$ move in a $C^1$ way and that the phase of the vector on that line be chosen in a $C^1$ way. Such a path is assumed, not constructed from $H$. The conclusion is $\psi(0) = n(0)$ and $\psi' = -i(H+K)\psi$ for all real $t$, equivalently $i\psi' = (H+K)\psi$. The matrix $H$ need not be Hermitian or continuous, and $E$ may be degenerate.

Both integrals vanish at $t=0$, so $\psi(0) = n(0)$. Since $E$ and $A$ are continuous (`hE'`, `hA`), the fundamental theorem of calculus gives $\theta' = -iE + iA$, which is `hθ`. The chain and product rules give
$$\psi' = e^{\theta} n' + e^{\theta}(-iE + iA)\,n ,$$
while the eigenvalue equation and `kato_mulVec` give
$$-i(H+K)\psi = -i e^{\theta}(En + in' - An) = e^{\theta}(-iEn + n' + iAn).$$
The two agree. This is `heq`, where `linear_combination` with `I_mul_I` supplies $i^2 = -1$ in each component.

The generator is $H+K$, not $H$. No slowness parameter or spectral gap enters, and nothing bounds the distance between $\psi$ and the solution of $i\chi' = H\chi$ with $\chi(0) = n(0)$, which is what the adiabatic theorem estimates. For Hermitian $H$ and one chosen eigenvector, $K$ is a driving term which, added to $H$, makes a state that starts along $n(0)$ stay along $n(t)$ at any rate of change.

```lean
/-- The prefactor of the adiabatic state has modulus one, and `ψ ψ* = n n*`. -/
theorem adiabatic_pure_phase (E : ℝ → ℝ) {n : ℝ → d → ℂ} (hn : Differentiable ℝ n)
    (hunit : ∀ s, star (n s) ⬝ᵥ n s = 1) (t : ℝ) :
    ‖exp (phase E n t)‖ = 1 ∧ proj (adiabaticState E n t) = proj (n t) := by
  have hA : (fun s => berry n s) = fun s => (((berry n s).re : ℝ) : ℂ) :=
    funext fun s => Complex.ext (by simp) (by simp [berry_real (hn s) hunit])
  have h1 : ‖exp (phase E n t)‖ = 1 := by
    rw [Complex.norm_exp, phase, hA, intervalIntegral.integral_ofReal,
      intervalIntegral.integral_ofReal]
    simp
  have h2 : exp (phase E n t) * star (exp (phase E n t)) = 1 := by
    have h := mul_conj (exp (phase E n t))
    rw [normSq_eq_norm_sq, h1] at h
    exact h.trans (by simp)
  refine ⟨h1, ?_⟩
  ext i j
  simp only [proj, adiabaticState, vecMulVec_apply, Pi.star_apply, Pi.smul_apply, smul_eq_mul,
    star_mul']
  linear_combination (n t i * star (n t j)) * h2
```

For a differentiable path $n$ of unit vectors, the statement is $|e^{\theta}| = 1$ and $\psi\psi^* = P$, so $\psi$ and $n$ are the same physical state. Because $E$ and $A$ are real (`hA`), both integrals are real, $\theta$ is purely imaginary, and $|e^\theta| = e^{\operatorname{Re}\theta} = 1$ (`h1`). Then $\psi_i\bar\psi_j = e^{\theta}\overline{e^{\theta}}\, n_i \bar n_j = n_i\bar n_j$ by `h2`. Continuity of $E$ and $n'$ is not assumed, since Lean assigns the real value $0$ to the integral of a non-integrable function; under the hypotheses of `adiabatic_evolution` the integrals are ordinary ones.

```lean
/-- For Hermitian `H`, every solution of `φ' = -i (H + i [P', P]) φ` with `φ(0) = n(0)` is the
adiabatic state. -/
theorem adiabatic_unique {H : ℝ → Matrix d d ℂ} {E : ℝ → ℝ} {n φ : ℝ → d → ℂ}
    (hn : ContDiff ℝ 1 n) (hE : Continuous E) (hunit : ∀ s, star (n s) ⬝ᵥ n s = 1)
    (heig : ∀ s, H s *ᵥ n s = (E s : ℂ) • n s) (hH : ∀ s, (H s).IsHermitian)
    (hφ : ∀ s, HasDerivAt φ (-I • ((H s + kato n s) *ᵥ φ s)) s) (h0 : φ 0 = n 0) (t : ℝ) :
    φ t = adiabaticState E n t := by
  obtain ⟨hψ0, hψ⟩ := adiabatic_evolution hn hE hunit heig
  have hdiff := (contDiff_one_iff_deriv.1 hn).1
  have key : ∀ M : Matrix d d ℂ, M.IsHermitian → ∀ x : d → ℂ,
      star (-I • (M *ᵥ x)) ⬝ᵥ x + star x ⬝ᵥ (-I • (M *ᵥ x)) = 0 := by
    intro M hM x
    rw [star_smul, smul_dotProduct, dotProduct_smul, star_mulVec, hM.eq, ← dotProduct_mulVec]
    simp
  have hd : ∀ s, HasDerivAt (fun s => φ s - adiabaticState E n s)
      (-I • ((H s + kato n s) *ᵥ (φ s - adiabaticState E n s))) s :=
    fun s => ((hφ s).fun_sub (hψ s)).congr_deriv (by rw [mulVec_sub, smul_sub])
  -- the norm of the difference of two solutions is conserved
  have hz : ∀ s, HasDerivAt
      (fun s => star (φ s - adiabaticState E n s) ⬝ᵥ (φ s - adiabaticState E n s)) 0 s :=
    fun s => (hasDerivAt_inner (hd s) (hd s)).congr_deriv
      (key _ ((hH s).add (kato_isHermitian (hdiff s))) _)
  have hc : star (φ t - adiabaticState E n t) ⬝ᵥ (φ t - adiabaticState E n t)
      = star (φ 0 - adiabaticState E n 0) ⬝ᵥ (φ 0 - adiabaticState E n 0) :=
    is_const_of_deriv_eq_zero (fun s => (hz s).differentiableAt) (fun s => (hz s).deriv) t 0
  rw [h0, hψ0, sub_self, dotProduct_zero] at hc
  exact sub_eq_zero.1 (dotProduct_star_self_eq_zero.1 hc)
```

Under the hypotheses of `adiabatic_evolution`, if $H$ is also Hermitian, any $\varphi$ that solves $\varphi' = -i(H+K)\varphi$ at all times with $\varphi(0) = n(0)$ equals $\psi$. The difference $\delta = \varphi - \psi$ obeys the same linear equation (`hd`). For Hermitian $M$ and any vector $x$,
$$\langle -iMx, x\rangle + \langle x, -iMx\rangle = i\langle x, Mx\rangle - i\langle x, Mx\rangle = 0,$$
which is `key`. With $M = H+K$ this gives $\langle\delta,\delta\rangle' = 0$ (`hz`), so $\langle\delta,\delta\rangle$ keeps its initial value $0$ (`hc`) and $\delta = 0$.

## A precessing spin

```lean
/-- The precessing spinor `(a, b e^{it})`. -/
def spinor (a b t : ℝ) : Fin 2 → ℂ := ![(a : ℂ), b * exp (I * t)]
```

For real $a$, $b$ the spinor is $n(t) = (a,\, b e^{it})$, with components $n_0 = a$ and $n_1 = be^{it}$.

```lean
/-- A traceless two-level Hamiltonian whose off-diagonal element rotates as `e^{it}`. -/
def spinH (a b t : ℝ) : Matrix (Fin 2) (Fin 2) ℂ :=
  !![(a : ℂ) ^ 2 - b ^ 2, 2 * a * b * exp (-(I * t));
    2 * a * b * exp (I * t), (b : ℂ) ^ 2 - a ^ 2]
```

The Hamiltonian is
$$H(t) = \begin{pmatrix} a^2 - b^2 & 2ab\,e^{-it}\\ 2ab\,e^{it} & b^2 - a^2\end{pmatrix},$$
a spin $\tfrac12$ in a field that rotates about the $z$ axis with angular frequency $1$.

```lean
/-- For `a² + b² = 1` the precessing spinor is a `C¹` unit eigenvector, with eigenvalue `1`, of
the Hermitian `spinH`, and its Berry connection is `-b²`. -/
theorem spin_witness (a b : ℝ) (hab : a ^ 2 + b ^ 2 = 1) :
    ContDiff ℝ 1 (spinor a b) ∧ ∀ t, star (spinor a b t) ⬝ᵥ spinor a b t = 1 ∧
      (spinH a b t).IsHermitian ∧ spinH a b t *ᵥ spinor a b t = spinor a b t ∧
      berry (spinor a b) t = -(b : ℂ) ^ 2 := by
  have hr : ContDiff ℝ 1 (fun s : ℝ => (s : ℂ)) := ofRealCLM.contDiff
  have c0 : ContDiff ℝ 1 (fun _ : ℝ => (a : ℂ)) := contDiff_const
  have c1 : ContDiff ℝ 1 (fun s : ℝ => (b : ℂ) * exp (I * s)) :=
    contDiff_const.mul (contDiff_const.mul hr).cexp
  refine ⟨contDiff_pi.2 (Fin.forall_fin_two.2 ⟨c0, c1⟩), fun t => ?_⟩
  have h1 : HasDerivAt (fun s : ℝ => (b : ℂ) * exp (I * s)) (b * (exp (I * t) * I)) t :=
    ((((hasDerivAt_id' t).ofReal_comp.const_mul I).cexp).const_mul (b : ℂ)).congr_deriv (by simp)
  have hd : HasDerivAt (spinor a b) ![0, b * (exp (I * t) * I)] t :=
    hasDerivAt_pi.2 (Fin.forall_fin_two.2 ⟨hasDerivAt_const t (a : ℂ), h1⟩)
  have he : star (exp (I * t)) = exp (-(I * t)) := by
    rw [star_def, ← exp_conj]
    simp only [map_mul, conj_I, conj_ofReal, neg_mul]
  have he' : star (exp (-(I * t))) = exp (I * t) := by rw [← he, star_star]
  have hm : exp (-(I * t)) * exp (I * t) = 1 := by rw [← Complex.exp_add]; simp
  have hab' : (a : ℂ) ^ 2 + (b : ℂ) ^ 2 = 1 := by exact_mod_cast hab
  have sa : star (a : ℂ) = a := conj_ofReal a
  have sb : star (b : ℂ) = b := conj_ofReal b
  refine ⟨?_, ?_, ?_, ?_⟩
  · rw [dotProduct, Fin.sum_univ_two]
    show star (a : ℂ) * a + star (b * exp (I * t)) * (b * exp (I * t)) = 1
    rw [star_mul', he, sa, sb]
    linear_combination hab' + (b : ℂ) ^ 2 * hm
  · refine IsHermitian.ext (Fin.forall_fin_two.2
      ⟨Fin.forall_fin_two.2 ⟨?_, ?_⟩, Fin.forall_fin_two.2 ⟨?_, ?_⟩⟩)
    · show star ((a : ℂ) ^ 2 - b ^ 2) = (a : ℂ) ^ 2 - b ^ 2
      simp only [star_sub, star_pow, sa, sb]
    · show star (2 * a * b * exp (I * t)) = 2 * a * b * exp (-(I * t))
      simp only [star_mul', he, sa, sb, star_ofNat]
    · show star (2 * a * b * exp (-(I * t))) = 2 * a * b * exp (I * t)
      simp only [star_mul', he', sa, sb, star_ofNat]
    · show star ((b : ℂ) ^ 2 - a ^ 2) = (b : ℂ) ^ 2 - a ^ 2
      simp only [star_sub, star_pow, sa, sb]
  · refine funext (Fin.forall_fin_two.2 ⟨?_, ?_⟩)
    · show ∑ j, spinH a b t 0 j * spinor a b t j = (a : ℂ)
      rw [Fin.sum_univ_two]
      show ((a : ℂ) ^ 2 - b ^ 2) * a + 2 * a * b * exp (-(I * t)) * (b * exp (I * t)) = a
      linear_combination (a : ℂ) * hab' + 2 * a * (b : ℂ) ^ 2 * hm
    · show ∑ j, spinH a b t 1 j * spinor a b t j = b * exp (I * t)
      rw [Fin.sum_univ_two]
      show 2 * a * b * exp (I * t) * a + ((b : ℂ) ^ 2 - a ^ 2) * (b * exp (I * t))
        = b * exp (I * t)
      linear_combination (b * exp (I * t)) * hab'
  · rw [berry, hd.deriv, dotProduct, Fin.sum_univ_two]
    show I * (star (a : ℂ) * 0 + star (b * exp (I * t)) * (b * (exp (I * t) * I)))
      = -(b : ℂ) ^ 2
    rw [star_mul', he, sb]
    linear_combination ((b : ℂ) ^ 2 * I * I) * hm + (b : ℂ) ^ 2 * I_mul_I

end

end AdiabaticPhase
```

```lean
#print axioms AdiabaticPhase.berry_real
#print axioms AdiabaticPhase.adiabatic_pure_phase
#print axioms AdiabaticPhase.adiabatic_unique
```

```
'AdiabaticPhase.berry_real' depends on axioms: [propext, Classical.choice, Quot.sound]
'AdiabaticPhase.adiabatic_pure_phase' depends on axioms: [propext, Classical.choice, Quot.sound]
'AdiabaticPhase.adiabatic_unique' depends on axioms: [propext, Classical.choice, Quot.sound]
```

The condition $a^2 + b^2 = 1$ normalises the spinor and fixes the field strength. The theorem states that $n$ is then a $C^1$ unit vector, $H$ is Hermitian, $Hn = n$, so that $E = 1$, and $A = -b^2$. With $e^{-it}e^{it} = 1$ (`hm`),
$$(Hn)_0 = (a^2 - b^2)a + 2ab^2 = a,\qquad (Hn)_1 = \big(2a^2 + b^2 - a^2\big)be^{it} = be^{it}.$$
Since $n' = (0,\, ibe^{it})$ (`hd`), $A = i\cdot be^{-it}\cdot ibe^{it} = -b^2$. Each of the two diagonal entries of $H$ is real and the off-diagonal ones are conjugate, which gives the four Hermiticity goals.

## Numbers for $b = 1/2$, and parallel transport

What follows is worked from the theorems in ordinary mathematics and is not stated in Lean. Take $a = \sqrt3/2$ and $b = 1/2$, so $A = -1/4$ and $\psi(t) = e^{-5it/4}n(t)$. At $t = 0$,
$$P = \tfrac14\begin{pmatrix}3&\sqrt3\\ \sqrt3&1\end{pmatrix},\quad P' = \tfrac{\sqrt3}{4}\begin{pmatrix}0&-i\\ i&0\end{pmatrix},\quad K = \tfrac18\begin{pmatrix}3&-\sqrt3\\-\sqrt3&-3\end{pmatrix}.$$
Then $Kn = (\sqrt3/8,\,-3/8)$ and $(H+K)n = (5\sqrt3/8,\, 1/8)$. Directly, $i\psi'(0) = \tfrac54 n + in' = (5\sqrt3/8,\ 5/8 - 1/2)$, the same vector. After one turn, $t = 2\pi$, the spinor returns to $n(0)$, the dynamical factor is $e^{-2\pi i} = 1$ and the geometric factor is $e^{-i\pi/2} = -i$, so $\psi(2\pi) = -i\,n(0)$.

The same argument with $H = 0$ and $E = 0$ applies to any $C^1$ unit path. The vector $\tilde n = e^{i\int_0^t A\,ds}\,n$ solves $i\tilde n' = K\tilde n$, and $\langle n, Kn\rangle = i\langle n,n'\rangle - A = 0$ gives $\langle \tilde n, \tilde n'\rangle = 0$. The geometric phase factor thus turns $n$ into a parallel-transported vector, whose Berry connection vanishes along the path.
